# Condition numbers of individually normalised Cartesian Gaussian triples: 5/2 for xx, yy, zz and above 7/2 for xxx, xyy, xzz

An atom in a Gaussian basis carries shells of functions \(x^{p_1}y^{p_2}z^{p_3}e^{-ar^2}\) that share a centre and an exponent \(a>0\). Within a Cartesian d shell, xx and yy are both non-negative, so they overlap even after normalisation. The f functions xxx, xyy and xzz also overlap. How far are such triples from being orthonormal?

If each function is normalised individually, the overlap matrix has eigenvalues \(5/3,2/3,2/3\) for xx, yy, zz, and \(2/3\) and

\[
\lambda_\pm=\tfrac12\left(\tfrac73\pm\sqrt{77/45}\right)
\]

for xxx, xyy, xzz. The condition number, the largest eigenvalue over the smallest, is \(5/2\) in the first case and \(\lambda_+/\lambda_->7/2\) in the second, whatever the exponent.

## From Gaussian moments to eigenvalues

Let \(M_n(b)=\int x^n e^{-bx^2}dx\) with \(b>0\). The derivative of \(x^ne^{-bx^2}\) integrates to zero, so

\[
n\,M_{n-1}=2b\,M_{n+1}.
\]

For \(n=0\) the left side is read as zero, because \(x^0\) is constant, and so \(M_1=0\). In general, for \(n\ge0\), \(M_{n+2}=\frac{n+1}{2b}M_n\). Define \(c_0=1\), \(c_1=0\), \(c_{n+2}=(n+1)c_n\), and \(\sigma=\sqrt{1/(2b)}\). Then \(M_n=c_n\sigma^nM_0\), with \(c_2=1\), \(c_4=3\), \(c_6=15\).

A product of two of the functions has exponent \(2a\), so \(b=2a\). The integral factorises over the coordinates:

\[
\langle p|q\rangle=N(p,q)\,\sigma^{|p|+|q|}M_0^3,\qquad N(p,q)=c_{p_1+q_1}c_{p_2+q_2}c_{p_3+q_3},
\]

where \(|p|=p_1+p_2+p_3\). Normalisation cancels the powers of \(\sigma\) and \(M_0\), leaving \(N(p,q)/\sqrt{N(p,p)N(q,q)}\).

For xx, yy, zz the diagonal numbers are \(c_4=3\) and the others \(c_2c_2=1\), so every overlap is \(1/3\). For the f triple, \(N\) is 15 for xxx with itself, 3 for xyy or xzz with itself, 3 between xxx and either of them, and 1 between xyy and xzz. The overlaps are therefore \(3/\sqrt{45}=1/\sqrt5\) and \(1/3\).

Both matrices have the form

\[
B(s)=\begin{pmatrix}1&s&s\\s&1&1/3\\s&1/3&1\end{pmatrix}.
\]

With \(u=\mu-1\),

\[
\det(\mu-B)=u^3-\tfrac u9-2s^2u-\tfrac23s^2=\left(u+\tfrac13\right)\left[u\left(u-\tfrac13\right)-2s^2\right],
\]

which is \((\mu-\frac23)[(\mu-1)(\mu-\frac43)-2s^2]\). For \(s=1/3\) the bracket is \(\mu^2-\frac73\mu+\frac{10}9=(\mu-\frac53)(\mu-\frac23)\). For \(s^2=1/5\) it is \(\mu^2-\frac73\mu+\frac{14}{15}\), with discriminant \(\frac{49}9-\frac{56}{15}=\frac{77}{45}\) and roots \(\lambda_\pm\).

Let \(R=\sqrt{77/45}\). Since \(13/10<R<2\), we have \(0<\lambda_-<2/3<\lambda_+\). The inequality \(\lambda_+/\lambda_->7/2\) is equivalent to \(R>35/27\), which follows from \(13/10>35/27\).

By parity, the rest of the d shell (xy, xz, yz) is orthonormal and orthogonal to the first triple, while the f shell consists of three copies of the second triple and xyz; this short argument, which is not formalised below, gives the complete shells the same two condition numbers.

## The triple inside a self-consistent field calculation

For individually normalised primitives on one centre, these matrices are diagonal blocks of the overlap matrix \(S\) in the Roothaan equations \(FC=SC\varepsilon\), where \(F\) is the Fock matrix, \(C\) holds the orbital coefficients and \(\varepsilon\) is the diagonal matrix of orbital energies. Canonical orthogonalisation diagonalises \(S\) and divides each eigenvector by the square root of its eigenvalue. For an isolated f triple, \(\lambda_+\approx1.821\) and \(\lambda_-\approx0.513\), so the scale factors range from about 0.741 to 1.397. A program that gives every f component the normalisation constant of xxx has a different block, with different eigenvalues.

## The formal development

In Lean 4 with Mathlib:

```lean
import Mathlib

open Matrix MeasureTheory

namespace CartesianShellConditioning

noncomputable section
```

The one-dimensional factor and its integral \(M_n(b)\) come first.

```lean
/-- The one-dimensional Gaussian factor `xⁿ exp(-b x²)`. -/
def gauss (b : ℝ) (n : ℕ) (x : ℝ) : ℝ := x ^ n * Real.exp (-b * x ^ 2)

/-- The Gaussian moment `∫ xⁿ exp(-b x²) dx`, for `b > 0`. -/
def moment (b : ℝ) (n : ℕ) : ℝ := ∫ x : ℝ, gauss b n x
```

The integers \(c_n\) are called `wick`.

```lean
/-- The moments of the normal distribution of mean zero and unit variance. -/
def wick : ℕ → ℕ
  | 0 => 1
  | 1 => 0
  | n + 2 => (n + 1) * wick n
```

A triple `p` of natural numbers holds the powers, and `braket` is a true integral over \(\mathbb R^3\).

```lean
/-- The Cartesian Gaussian `x^i y^j z^k exp(-a r²)` with powers `p = (i, j, k)`. -/
def gto (a : ℝ) (p : ℕ × ℕ × ℕ) (r : ℝ × ℝ × ℝ) : ℝ :=
  gauss a p.1 r.1 * gauss a p.2.1 r.2.1 * gauss a p.2.2 r.2.2

/-- The overlap integral of two unnormalised Cartesian Gaussians, for `a > 0`. -/
def braket (a : ℝ) (p q : ℕ × ℕ × ℕ) : ℝ := ∫ r : ℝ × ℝ × ℝ, gto a p r * gto a q r
```

The matrix `overlap a e` divides by both norms, which fixes the convention of individual normalisation. All three functions have the same centre and exponent; contractions and functions on different atoms do not enter.

```lean
/-- The overlap matrix of individually normalised Cartesian Gaussians, for `a > 0`. -/
def overlap (a : ℝ) (e : Fin 3 → ℕ × ℕ × ℕ) : Matrix (Fin 3) (Fin 3) ℝ :=
  fun i j => braket a (e i) (e j) / √(braket a (e i) (e i) * braket a (e j) (e j))
```

The integer \(N(p,q)\) is `count`, and the two triples are lists of powers.

```lean
/-- The product of unit-variance moments for a pair of Cartesian powers. -/
def count (p q : ℕ × ℕ × ℕ) : ℕ :=
  wick (p.1 + q.1) * wick (p.2.1 + q.2.1) * wick (p.2.2 + q.2.2)

/-- The d functions xx, yy, zz. -/
def dTriple : Fin 3 → ℕ × ℕ × ℕ := ![(2, 0, 0), (0, 2, 0), (0, 0, 2)]

/-- The f functions xxx, xyy, xzz. -/
def fTriple : Fin 3 → ℕ × ℕ × ℕ := ![(3, 0, 0), (1, 2, 0), (1, 0, 2)]
```

Next come \(B(s)\), \(\lambda_+\) and \(\lambda_-\).

```lean
/-- Unit diagonal, overlap `s` of the first function with the others, 1/3 between those. -/
def block (s : ℝ) : Matrix (Fin 3) (Fin 3) ℝ := !![1, s, s; s, 1, 1/3; s, 1/3, 1]

/-- The number `(7/3 + √(77/45))/2`. -/
def fPlus : ℝ := (7/3 + √(77/45)) / 2

/-- The number `(7/3 - √(77/45))/2`. -/
def fMinus : ℝ := (7/3 - √(77/45)) / 2
```

The condition number is defined through the real spectrum. For the symmetric positive definite matrices here, it is the usual one in the Euclidean norm.

```lean
/-- Largest over smallest eigenvalue, for a symmetric positive definite matrix. -/
def conditionNumber (S : Matrix (Fin 3) (Fin 3) ℝ) : ℝ :=
  sSup (spectrum ℝ S) / sInf (spectrum ℝ S)
```

The first theorem is \(M_n=c_n\sigma^nM_0\). In its proof, `hint` supplies integrability, `hd` the derivative and `hr` the recursion. An induction in steps of two then treats even and odd moments together.

```lean
/-- For `b > 0` a Gaussian moment is the unit-variance moment times a power of the width
`√(1/(2b))` and the zeroth moment. -/
theorem moment_eq {b : ℝ} (hb : 0 < b) (n : ℕ) :
    moment b n = wick n * √(1 / (2 * b)) ^ n * moment b 0 := by
  have hint : ∀ n : ℕ, Integrable (gauss b n) := by
    intro n
    have h := integrable_rpow_mul_exp_neg_mul_sq hb (s := (n : ℝ))
      (by have := Nat.cast_nonneg (α := ℝ) n; linarith)
    simp only [Real.rpow_natCast] at h
    exact h
  have hd : ∀ (n : ℕ) (x : ℝ), HasDerivAt (gauss b n)
      (n * gauss b (n - 1) x - 2 * b * gauss b (n + 1) x) x := by
    intro n x
    have h2 : HasDerivAt (fun x : ℝ => x ^ 2) (2 * x) x := by
      simpa using hasDerivAt_pow 2 x
    exact ((hasDerivAt_pow n x).fun_mul (h2.const_mul (-b)).exp).congr_deriv
      (by simp only [gauss]; ring)
  -- the derivative of `gauss b n` integrates to zero
  have hr : ∀ n : ℕ, n * moment b (n - 1) = 2 * b * moment b (n + 1) := by
    intro n
    have i1 := (hint (n - 1)).const_mul (n : ℝ)
    have i2 := (hint (n + 1)).const_mul (2 * b)
    have h := integral_eq_zero_of_hasDerivAt_of_integrable (hd n) (i1.sub i2) (hint n)
    rw [integral_sub i1 i2, integral_const_mul, integral_const_mul] at h
    exact sub_eq_zero.mp h
  induction n using Nat.twoStepInduction with
  | zero => simp [wick]
  | one =>
    have h := hr 0
    rw [Nat.cast_zero, zero_mul] at h
    have h1 : moment b 1 = 0 :=
      (mul_eq_zero.mp h.symm).resolve_left (mul_pos two_pos hb).ne'
    simp [wick, h1]
  | more n ih _ =>
    have h : ((n + 1 : ℕ) : ℝ) * moment b n = 2 * b * moment b (n + 2) := hr (n + 1)
    have h' : moment b (n + 2) = (n + 1) / (2 * b) * moment b n := by
      push_cast at h
      rw [div_mul_eq_mul_div, eq_div_iff (by positivity)]
      linarith
    rw [h', ih, wick, pow_add, Real.sq_sqrt (by positivity)]
    push_cast
    ring
```

The factorisation splits the integrand with `g2`, which merges two Gaussians into one of exponent `2 * a`, and applies Fubini's theorem twice.

```lean
/-- The overlap integral is a product of three one-dimensional moments. -/
theorem braket_eq (a : ℝ) (p q : ℕ × ℕ × ℕ) :
    braket a p q = moment (2 * a) (p.1 + q.1) *
      (moment (2 * a) (p.2.1 + q.2.1) * moment (2 * a) (p.2.2 + q.2.2)) := by
  have g2 : ∀ m n x, gauss (2 * a) (m + n) x = gauss a m x * gauss a n x := by
    intro m n x
    simp only [gauss]
    rw [show -(2 * a) * x ^ 2 = -a * x ^ 2 + -a * x ^ 2 by ring, Real.exp_add]
    ring
  have h : ∀ r : ℝ × ℝ × ℝ, gto a p r * gto a q r = gauss (2 * a) (p.1 + q.1) r.1 *
      (gauss (2 * a) (p.2.1 + q.2.1) r.2.1 * gauss (2 * a) (p.2.2 + q.2.2) r.2.2) := by
    intro r
    simp only [gto, g2]
    ring
  unfold braket
  rw [integral_congr_ae (Filter.Eventually.of_forall h)]
  exact (integral_prod_mul (μ := volume) (ν := volume) (gauss (2 * a) (p.1 + q.1))
    (fun s : ℝ × ℝ => gauss (2 * a) (p.2.1 + q.2.1) s.1 *
      gauss (2 * a) (p.2.2 + q.2.2) s.2)).trans
    (congrArg _ (integral_prod_mul (μ := volume) (ν := volume) _ _))
```

For the cancellation, `w p` stands for \(\sigma^{|p|}\). The common factor is positive, so it can be taken out of the square root and divided away.

```lean
/-- For `a > 0` the normalised overlap of functions with powers `p` and `q` is `count p q` divided
by the square root of `count p p * count q q`. -/
theorem overlap_eq {a : ℝ} (ha : 0 < a) (e : Fin 3 → ℕ × ℕ × ℕ) (i j : Fin 3) :
    overlap a e i j = count (e i) (e j) /
      √((count (e i) (e i) : ℝ) * count (e j) (e j)) := by
  have hb : 0 < 2 * a := by positivity
  have hM : 0 < moment (2 * a) 0 := by
    have h : moment (2 * a) 0 = √(Real.pi / (2 * a)) := by
      simp only [moment, gauss, pow_zero, one_mul]
      exact integral_gaussian _
    rw [h]; positivity
  let w : ℕ × ℕ × ℕ → ℝ := fun p => √(1 / (2 * (2 * a))) ^ (p.1 + p.2.1 + p.2.2)
  have hw : ∀ p, 0 < w p := fun p => by positivity
  have h : ∀ p q, braket a p q = count p q * (w p * w q * moment (2 * a) 0 ^ 3) := by
    intro p q
    rw [braket_eq, moment_eq hb (p.1 + q.1), moment_eq hb (p.2.1 + q.2.1),
      moment_eq hb (p.2.2 + q.2.2)]
    simp only [count, w]
    push_cast
    ring
  -- the common width factor cancels
  have hc := mul_pos (mul_pos (hw (e i)) (hw (e j))) (pow_pos hM 3)
  unfold overlap
  rw [h, h, h, show ∀ s t u v m : ℝ, s * (u * u * m) * (t * (v * v * m)) =
    s * t * ((u * v * m) * (u * v * m)) by intros; ring,
    Real.sqrt_mul' _ (mul_self_nonneg _), Real.sqrt_mul_self hc.le,
    mul_div_mul_right _ _ hc.ne']
```

The matrix entries follow. The table `t` contains the integers found above for the f triple, and `h45` is \(3/\sqrt{45}=1/\sqrt5\).

```lean
/-- For `a > 0` the first function overlaps the others by 1/3 in xx, yy, zz and by 1/√5 in
xxx, xyy, xzz; the other two overlap by 1/3. -/
theorem overlap_triples {a : ℝ} (ha : 0 < a) :
    overlap a dTriple = block (1/3) ∧ overlap a fTriple = block (√5)⁻¹ := by
  have t : ∀ i j, count (fTriple i) (fTriple j) =
      ![![15, 3, 3], ![3, 3, 1], ![3, 1, 3]] i j := by decide +kernel
  have h45 : (3 : ℝ) / √45 = (√5)⁻¹ := by
    rw [show (45 : ℝ) = 3 * 3 * 5 by norm_num, Real.sqrt_mul (by norm_num),
      Real.sqrt_mul_self (by norm_num)]
    field_simp
  constructor <;> ext i j <;> rw [overlap_eq ha]
  · fin_cases i <;> fin_cases j <;> norm_num [dTriple, count, wick, block]
  · rw [t, t, t]
    fin_cases i <;> fin_cases j <;> norm_num [block, h45]
```

The statement about eigenvalues is an identity for the secular determinant at every real `μ`, so it includes the double root \(2/3\). The step `key` is the factorisation for general `s`; the last line inserts \(s^2=1/5\) and \(R^2=77/45\).

```lean
/-- For `a > 0` the secular determinants have the roots 5/3, 2/3, 2/3 for xx, yy, zz and
`fPlus`, 2/3, `fMinus` for xxx, xyy, xzz. -/
theorem secular_triples {a : ℝ} (ha : 0 < a) (μ : ℝ) :
    (μ • 1 - overlap a dTriple).det = (μ - 5/3) * (μ - 2/3) * (μ - 2/3) ∧
    (μ • 1 - overlap a fTriple).det = (μ - fPlus) * (μ - 2/3) * (μ - fMinus) := by
  have key : ∀ s : ℝ, (μ • 1 - block s).det =
      (μ - 2/3) * ((μ - 1) * (μ - 4/3) - 2 * s ^ 2) := by
    intro s
    have h : μ • 1 - block s =
        !![μ - 1, -s, -s; -s, μ - 1, -(1/3); -s, -(1/3), μ - 1] := by
      ext i j; fin_cases i <;> fin_cases j <;> simp [block]
    rw [h, det_fin_three]
    simp
    ring
  have hs : ((√5)⁻¹ : ℝ) ^ 2 = 1/5 := by
    rw [inv_pow, Real.sq_sqrt (by norm_num)]; norm_num
  have hr : √(77/45 : ℝ) ^ 2 = 77/45 := Real.sq_sqrt (by norm_num)
  rw [(overlap_triples ha).1, (overlap_triples ha).2, key, key]
  refine ⟨by ring, ?_⟩
  unfold fPlus fMinus
  linear_combination (μ - 2/3) * (-2 * hs + hr / 4)
```

A real number lies in the spectrum exactly when the secular determinant vanishes there. The next lemma therefore identifies the spectrum with the set of roots and reads off its greatest and least elements.

```lean
/-- If the secular determinant of `S` has the ordered roots `z ≤ y ≤ x`, then `conditionNumber S`
equals `x / z`. -/
theorem conditionNumber_eq {S : Matrix (Fin 3) (Fin 3) ℝ} {x y z : ℝ}
    (h : ∀ μ : ℝ, (μ • 1 - S).det = (μ - x) * (μ - y) * (μ - z))
    (hzy : z ≤ y) (hyx : y ≤ x) : conditionNumber S = x / z := by
  have hs : spectrum ℝ S = {x, y, z} := by
    ext μ
    rw [spectrum.mem_iff, Algebra.algebraMap_eq_smul_one, isUnit_iff_isUnit_det,
      isUnit_iff_ne_zero, not_not, h]
    simp [sub_eq_zero, or_assoc]
  have h1 : IsGreatest ({x, y, z} : Set ℝ) x :=
    ⟨by simp, by rintro t (rfl | rfl | rfl) <;> linarith⟩
  have h2 : IsLeast ({x, y, z} : Set ℝ) z :=
    ⟨by simp, by rintro t (rfl | rfl | rfl) <;> linarith⟩
  rw [conditionNumber, hs, h1.csSup_eq, h2.csInf_eq]
```

The final theorem combines these results for every `a > 0`. The bounds `lo` and `hi` are \(13/10<R<2\); they give the ordering of the roots, the positivity of `fMinus` and the bound \(7/2\).

```lean
/-- For every exponent `a > 0` the condition number is 5/2 for normalised xx, yy, zz and
`fPlus / fMinus`, above 7/2, for normalised xxx, xyy, xzz. -/
theorem conditionNumber_triples {a : ℝ} (ha : 0 < a) :
    conditionNumber (overlap a dTriple) = 5/2 ∧
    conditionNumber (overlap a fTriple) = fPlus / fMinus ∧ 7/2 < fPlus / fMinus := by
  have lo : 13/10 < √(77/45 : ℝ) := Real.lt_sqrt_of_sq_lt (by norm_num)
  have hi : √(77/45 : ℝ) < 2 := (Real.sqrt_lt' (by norm_num)).mpr (by norm_num)
  refine ⟨?_, conditionNumber_eq (fun μ => (secular_triples ha μ).2)
    (by unfold fMinus; linarith) (by unfold fPlus; linarith), ?_⟩
  · rw [conditionNumber_eq (fun μ => (secular_triples ha μ).1) le_rfl (by norm_num)]
    norm_num
  · rw [lt_div_iff₀ (by unfold fMinus; linarith)]
    unfold fPlus fMinus
    linarith

end

end CartesianShellConditioning
```

```lean
#print axioms CartesianShellConditioning.conditionNumber_triples
```

```
'CartesianShellConditioning.conditionNumber_triples' depends on axioms: [propext, Classical.choice, Quot.sound]
```
